# With k_B = 1, the position derivative of a harmonic coordinate's Boltzmann weight is the force over the temperature, times the weight

For a single classical coordinate x with harmonic energy kx²/2, the unnormalised Boltzmann weight at temperature T is exp(−kx²/(2T)), in units where Boltzmann's constant is one. The theorem says that its derivative with respect to x is −(k/T)x times the weight, that is, the force −kx divided by T, times the weight. It is stated for all real k, T and x; the physical reading needs T ≠ 0, and at T = 0 Lean's convention that division by zero gives zero makes the weight constant and the derivative zero. The attempt differentiates the exponent by applying the product rule to y · y, uses `convert` to pass to the form with y², and finishes with the chain rule for the exponential.

As first written in Lean, the proof fails:

```lean
import Mathlib

open MeasureTheory Filter Topology

namespace HasDerivAtWeight

noncomputable section

/-- Boltzmann weight `exp(-k x² / (2T))` of a classical harmonic coordinate, for `T ≠ 0`,
in units where Boltzmann's constant is one. -/
def weight (k T x : ℝ) : ℝ := Real.exp (-(k / (2 * T)) * x ^ 2)

/-- The slope of the Boltzmann weight is the harmonic force over `T`, times the weight. -/
theorem hasDerivAt_weight (k T x : ℝ) :
    HasDerivAt (weight k T) (-(k / T) * (x * weight k T x)) x := by
  have h : HasDerivAt (fun y : ℝ => -(k / (2 * T)) * y ^ 2) (-(k / T) * x) x := by
    have h0 := ((hasDerivAt_id' x).fun_mul (hasDerivAt_id' x)).const_mul (-(k / (2 * T)))
    convert h0 using 1
    · funext y
      ring
    · ring
  exact h.exp.congr_deriv (by simp only [weight]; ring)

end

end HasDerivAtWeight
```

The compiler's answer:

```
Main.lean:19:6: error: Tactic `apply` failed: could not unify the conclusion of `@funext`
  ?f = ?g
with the goal
  Real.instAddCommGroup = Real.normedCommRing.toAddCommGroup

Note: The full type of `@funext` is
  ∀ {α : Sort ?u.69} {β : α → Sort ?u.68} {f g : (x : α) → β x}, (∀ (x : α), f x = g x) → f = g

case e'_4
k T x : ℝ
h0 : HasDerivAt (fun y => -(k / (2 * T)) * (y * y)) (-(k / (2 * T)) * (1 * x + x * 1)) x
⊢ Real.instAddCommGroup = Real.normedCommRing.toAddCommGroup
Main.lean:21:6: error: `ring_nf` made no progress on the goal
Main.lean:16:80: error: unsolved goals
case e'_8
k T x : ℝ
h0 : HasDerivAt (fun y => -(k / (2 * T)) * (y * y)) (-(k / (2 * T)) * (1 * x + x * 1)) x
⊢ (fun y => -(k / (2 * T)) * y ^ 2) = fun y => -(k / (2 * T)) * (y * y)

case e'_9
k T x : ℝ
h0 : HasDerivAt (fun y => -(k / (2 * T)) * (y * y)) (-(k / (2 * T)) * (1 * x + x * 1)) x
⊢ -(k / T) * x = -(k / (2 * T)) * (1 * x + x * 1)
```

After these edits no error is left:

```diff
@@ -16,8 +16,10 @@
   have h : HasDerivAt (fun y : ℝ => -(k / (2 * T)) * y ^ 2) (-(k / T) * x) x := by
     have h0 := ((hasDerivAt_id' x).fun_mul (hasDerivAt_id' x)).const_mul (-(k / (2 * T)))
-    convert h0 using 1
-    · funext y
+    have e : (fun y : ℝ => -(k / (2 * T)) * y ^ 2) =
+        fun y => -(k / (2 * T)) * (y * y) := by
+      funext y
       ring
-    · ring
+    rw [e]
+    exact h0.congr_deriv (by ring)
   exact h.exp.congr_deriv (by simp only [weight]; ring)
 
```

The proof expects `convert h0 using 1` to leave two goals, equality of the functions and equality of the derivatives. It leaves others before them. The first asks that two additive group structures on the reals be equal, and `funext` fails there because that is not an equation between functions. The second bullet's `ring` also meets an unintended goal, which the message doesn't print, and makes no progress. The last error lists the two intended equalities, which no bullet has reached.

The repair drops `convert`. It states the equality of the functions as `e`, proved by `funext y` and `ring`, and `rw [e]` puts the goal's function in the product form used by `h0`. Then `h0.congr_deriv` replaces only the derivative's value, so `ring` has just the equality of the two derivative expressions to prove. The instances no longer appear as separate goals, since `exact` accepts the two forms as equal by definition when it checks the term against the goal.
